# A constant error in the bulk reference makes slab surface-energy estimates diverge

Take a slab one layer thick and another two layers thick, with energies $E(1)=e+2A\gamma$ and $E(2)=2e+2A\gamma$. Here $e$ is the bulk energy per layer, $A>0$ the area of one face, and $\gamma$ the surface energy per unit area. To extract $\gamma$, subtract the bulk energy and divide by the area of both faces. If the bulk reference is $e+d$ instead of $e$, the two slabs give

$$\gamma-\frac{d}{2A},\qquad \gamma-\frac{2d}{2A}.$$

The second layer doubles the error, because the reference is subtracted once per layer while the number of faces stays at two.

## An error proportional to thickness

For $N$ layers and a bulk reference $b$, write the estimate as

$$s_N(b)=\frac{E(N)-Nb}{2A}.$$

For any slab energies,

$$s_N(e+d)=s_N(e)-\frac{d}{2A}N.$$

Suppose that $E(N)-Ne\to 2A\gamma$: in thick slabs the interior becomes bulk-like and the two faces stop influencing each other. Then the estimate tends to $-\infty$ for $d>0$ and to $+\infty$ for $d<0$. It converges to a number $L$ exactly when $d=0$ and $L=\gamma$.

If the slabs follow $E(N)=Ne+2A\gamma$ exactly, there is also a bound at each thickness: the estimate lies within $t$ of $\gamma$ exactly when $N|d|\le 2At$.

## Where slab and bulk energies meet in a code

In electronic-structure work, the reference $b=e+d$ often comes from a separate bulk calculation whose k-point sampling or basis differs from that of the slabs; the result applies when the resulting mismatch $d$ is the same for every thickness. A drift linear in $N$ is then a reason to inspect the reference, and adding layers eventually makes the estimate worse.

A reference taken from the slabs themselves may change with $N$. What matters then is the error accumulated over all layers, $N(b_N-e)$, which must tend to zero. It is not enough that $b_N\to e$: with $b_N=e+a/N$ for $N\ge1$ and $a\ne0$, the estimate tends to $\gamma-a/(2A)$.

## From the shift to the limits

Expanding the numerator gives the shift:

$$\frac{E(N)-N(e+d)}{2A}=\frac{E(N)-Ne}{2A}-\frac{Nd}{2A}.$$

The first term on the right tends to $2A\gamma/(2A)=\gamma$. The second is linear in $N$ with slope $-d/(2A)$, so for $d\neq0$ it diverges with the sign opposite to $d$, and adding a convergent sequence doesn't change that. A finite limit $L$ therefore forces $d=0$, and uniqueness of limits gives $L=\gamma$. Conversely, $d=0$ gives convergence to $\gamma$.

For the exact linear law, $s_N(e+d)-\gamma=-Nd/(2A)$. Taking absolute values and multiplying by $2A>0$ turns $|s_N(e+d)-\gamma|\le t$ into $N|d|\le2At$.

For a varying reference,

$$s_N(b_N)=s_N(e)-\frac{N(b_N-e)}{2A}.$$

Since $s_N(e)\to\gamma$, the left side tends to $\gamma$ exactly when $N(b_N-e)\to0$.

Now let $E(N)=Ne+2A\gamma+cq^N$ with $|q|<1$. The last term models a finite-size correction of amplitude $c$ that decays geometrically with thickness. It vanishes in the limit, so the assumption on the excess energy holds. Using the energy of one added layer as reference, $b_N=E(N+1)-E(N)$, gives

$$b_N-e=c(q^{N+1}-q^N)=c(q-1)q^N,$$

$$N(b_N-e)=c(q-1)Nq^N\to0.$$

For $q\ne0$ the last limit follows because successive magnitudes of $Nq^N$ have ratio $|q|(N+1)/N\to|q|<1$; for $q=0$ the terms vanish from $N=1$ on. The estimate therefore tends to $\gamma$ without a separate bulk calculation.

## Slab energies as a real sequence in Lean

```lean
import Mathlib

open Filter Topology

namespace SlabSurfaceEnergy

noncomputable section

/-- Surface energy per unit area estimated from the slab of `N` layers with face area `A ≠ 0`
and bulk energy per layer `b`: the excess energy divided by the area of the two faces. -/
def surfaceEstimate (E : ℕ → ℝ) (A b : ℝ) (N : ℕ) : ℝ :=
  (E N - N * b) / (2 * A)

/-- For face area `A ≠ 0`, this says that the slab energies `E N` have bulk energy `e` per layer and
surface energy `γ` per unit area: the excess `E N - N e` tends to `2 A γ` for thick slabs. -/
def HasSurfaceEnergy (E : ℕ → ℝ) (e A γ : ℝ) : Prop :=
  Tendsto (fun N : ℕ => E N - N * e) atTop (𝓝 (2 * A * γ))

/-- Slab energies that follow the linear law `N e + 2 A γ` exactly have bulk energy `e` per layer
and surface energy `γ`. -/
theorem hasSurfaceEnergy_linear (e A γ : ℝ) :
    HasSurfaceEnergy (fun N : ℕ => N * e + 2 * A * γ) e A γ := by
  have h : (fun N : ℕ => ((N : ℝ) * e + 2 * A * γ) - N * e) = fun _ => 2 * A * γ := by
    funext N
    ring
  show Tendsto (fun N : ℕ => ((N : ℝ) * e + 2 * A * γ) - N * e) atTop (𝓝 (2 * A * γ))
  rw [h]
  exact tendsto_const_nhds

/-- An error `d` in the bulk reference shifts the estimate by `-d / (2 A)` per layer. -/
theorem surfaceEstimate_shift (E : ℕ → ℝ) (A e d : ℝ) (N : ℕ) :
    surfaceEstimate E A (e + d) N = surfaceEstimate E A e N + -(d / (2 * A)) * N := by
  unfold surfaceEstimate
  ring

/-- With the exact bulk reference and face area `A > 0`, the estimate tends to the surface
energy. -/
theorem tendsto_exact_reference {E : ℕ → ℝ} {e A γ : ℝ} (hA : 0 < A)
    (hE : HasSurfaceEnergy E e A γ) :
    Tendsto (surfaceEstimate E A e) atTop (𝓝 γ) := by
  have h := Tendsto.div_const hE (2 * A)
  have hγ : 2 * A * γ / (2 * A) = γ := mul_div_cancel_left₀ γ (by positivity)
  rw [hγ] at h
  exact h

/-- For slabs of face area `A > 0` with surface energy `γ` and a bulk reference `e + d`, the
estimate tends to minus infinity if `d > 0` and to plus infinity if `d < 0`; it converges to a
number `L` exactly when `d = 0` and `L = γ`. -/
theorem inexact_reference {E : ℕ → ℝ} {e A γ : ℝ} (hA : 0 < A)
    (hE : HasSurfaceEnergy E e A γ) (d : ℝ) :
    (0 < d → Tendsto (surfaceEstimate E A (e + d)) atTop atBot) ∧
    (d < 0 → Tendsto (surfaceEstimate E A (e + d)) atTop atTop) ∧
    ∀ L : ℝ, Tendsto (surfaceEstimate E A (e + d)) atTop (𝓝 L) ↔ d = 0 ∧ L = γ := by
  have h0 := tendsto_exact_reference hA hE
  have hN : Tendsto (fun N : ℕ => (N : ℝ)) atTop atTop := tendsto_natCast_atTop_atTop
  have hs : surfaceEstimate E A (e + d) =
      fun N : ℕ => surfaceEstimate E A e N + -(d / (2 * A)) * N :=
    funext (surfaceEstimate_shift E A e d)
  -- the bounded part cannot compensate the term linear in the thickness
  have hpos : 0 < d → Tendsto (surfaceEstimate E A (e + d)) atTop atBot := by
    intro hd
    have hc : -(d / (2 * A)) < 0 := neg_lt_zero.mpr (by positivity)
    rw [hs]
    exact h0.add_atBot (hN.const_mul_atTop_of_neg hc)
  have hneg : d < 0 → Tendsto (surfaceEstimate E A (e + d)) atTop atTop := by
    intro hd
    have hc : 0 < -(d / (2 * A)) :=
      neg_pos.mpr (div_neg_of_neg_of_pos hd (by positivity))
    rw [hs]
    exact h0.add_atTop (hN.const_mul_atTop hc)
  refine ⟨hpos, hneg, fun L => ⟨fun hL => ?_, ?_⟩⟩
  · -- a finite limit excludes both signs of the reference error
    rcases lt_trichotomy d 0 with hd | hd | hd
    · exact absurd hL (not_tendsto_nhds_of_tendsto_atTop (hneg hd) L)
    · refine ⟨hd, ?_⟩
      rw [hd, add_zero] at hL
      exact tendsto_nhds_unique hL h0
    · exact absurd hL (not_tendsto_nhds_of_tendsto_atBot (hpos hd) L)
  · rintro ⟨hd, hL⟩
    rw [hd, hL, add_zero]
    exact h0

/-- For slabs of face area `A > 0` that follow the linear law exactly, a reference error `d` keeps
the estimate within `t` of the surface energy exactly when `N |d| ≤ 2 A t`. -/
theorem usable_thickness {A : ℝ} (hA : 0 < A) (e γ d t : ℝ) (N : ℕ) :
    |surfaceEstimate (fun n : ℕ => n * e + 2 * A * γ) A (e + d) N - γ| ≤ t ↔
      N * |d| ≤ 2 * A * t := by
  have h2 : 0 < 2 * A := by positivity
  have h : surfaceEstimate (fun n : ℕ => n * e + 2 * A * γ) A (e + d) N - γ
      = -(N * d) / (2 * A) := by
    unfold surfaceEstimate
    rw [eq_div_iff h2.ne', sub_mul, div_mul_cancel₀ _ h2.ne']
    ring
  rw [h, abs_div, abs_neg, abs_mul, Nat.abs_cast, abs_of_pos h2, div_le_iff₀ h2, mul_comm t]

/-- For face area `A > 0` and a bulk reference `b N` that may change with the thickness, the
estimate tends to the surface energy exactly when the error accumulated over all layers,
`N (b N - e)`, tends to zero. -/
theorem varying_reference_iff {E : ℕ → ℝ} {e A γ : ℝ} (hA : 0 < A)
    (hE : HasSurfaceEnergy E e A γ) (b : ℕ → ℝ) :
    Tendsto (fun N : ℕ => surfaceEstimate E A (b N) N) atTop (𝓝 γ) ↔
      Tendsto (fun N : ℕ => N * (b N - e)) atTop (𝓝 0) := by
  have h0 := tendsto_exact_reference hA hE
  have hA' : A ≠ 0 := hA.ne'
  constructor
  · intro h
    have h1 := (h0.sub h).const_mul (2 * A)
    rw [sub_self, mul_zero] at h1
    refine Tendsto.congr (fun N => ?_) h1
    unfold surfaceEstimate
    rw [← sub_div, mul_div_cancel₀ _ (by positivity : 2 * A ≠ 0)]
    ring
  · intro h
    have h1 := h0.sub (h.div_const (2 * A))
    rw [zero_div, sub_zero] at h1
    refine Tendsto.congr (fun N => ?_) h1
    unfold surfaceEstimate
    ring

/-- If the slab energies are `N e + 2 A γ + c q ^ N` with `A > 0` and `|q| < 1`, then the energy
of one added layer, `E (N + 1) - E N`, used as bulk reference gives an estimate that tends to the
surface energy `γ`. -/
theorem incremental_reference {E : ℕ → ℝ} {e A γ c q : ℝ} (hA : 0 < A) (hq : |q| < 1)
    (hE : ∀ N : ℕ, E N = N * e + 2 * A * γ + c * q ^ N) :
    Tendsto (fun N : ℕ => surfaceEstimate E A (E (N + 1) - E N) N) atTop (𝓝 γ) := by
  have hS : HasSurfaceEnergy E e A γ := by
    have h := ((tendsto_pow_atTop_nhds_zero_of_abs_lt_one hq).const_mul c).const_add (2 * A * γ)
    rw [mul_zero, add_zero] at h
    refine Tendsto.congr (fun N => ?_) h
    rw [hE N]
    ring
  -- the reference error decays geometrically and so beats the factor N
  refine (varying_reference_iff hA hS (fun N => E (N + 1) - E N)).mpr ?_
  have h := (tendsto_self_mul_const_pow_of_abs_lt_one hq).const_mul (c * (q - 1))
  rw [mul_zero] at h
  refine Tendsto.congr (fun N => ?_) h
  rw [hE (N + 1), hE N]
  push_cast
  ring

end

end SlabSurfaceEnergy
```

```lean
#print axioms SlabSurfaceEnergy.hasSurfaceEnergy_linear
#print axioms SlabSurfaceEnergy.inexact_reference
#print axioms SlabSurfaceEnergy.usable_thickness
#print axioms SlabSurfaceEnergy.incremental_reference
```

```
'SlabSurfaceEnergy.hasSurfaceEnergy_linear' depends on axioms: [propext, Classical.choice, Quot.sound]
'SlabSurfaceEnergy.inexact_reference' depends on axioms: [propext, Classical.choice, Quot.sound]
'SlabSurfaceEnergy.usable_thickness' depends on axioms: [propext, Classical.choice, Quot.sound]
'SlabSurfaceEnergy.incremental_reference' depends on axioms: [propext, Classical.choice, Quot.sound]
```

The slab energies are a function `E : ℕ → ℝ`, and `surfaceEstimate E A b N` is $s_N(b)$. The predicate `HasSurfaceEnergy E e A γ` is the limit $E(N)-Ne\to2A\gamma$; `hasSurfaceEnergy_linear` shows that the exact linear law satisfies it. In the conclusions, `𝓝 γ` denotes convergence to $\gamma$, while a target of `atBot` or `atTop` denotes divergence to $-\infty$ or $+\infty$.

`surfaceEstimate_shift` is the expansion of the numerator, and `tendsto_exact_reference` divides the assumed limit by $2A$. In `inexact_reference`, `add_atBot` and `add_atTop` combine the convergent part with the linear one. The case split `lt_trichotomy` then excludes both signs of $d$, and `tendsto_nhds_unique` identifies $L$.

`usable_thickness` computes the error and clears the positive denominator. `varying_reference_iff` subtracts the estimate from the one with the exact reference, then multiplies by $2A$ for one direction; the other reverses this. `incremental_reference` first establishes `HasSurfaceEnergy`, then applies that criterion with the limit $Nq^N\to0$.

## What is guaranteed for computed slabs

The step from this model to a real calculation is the claim that the computed energies obey the assumed law. `HasSurfaceEnergy` is a hypothesis about the slabs, not a consequence of a Hamiltonian. Likewise, the geometric correction in `incremental_reference` is postulated.

The limits describe unbounded thickness and give no error bar for a finite set of slabs. The shift identity holds at every $N$ for arbitrary energies, whereas the tolerance criterion needs the exact linear law.

Three conventions matter when comparing with code output:

- The reference is an energy per layer, so a bulk energy per atom or per cell must be converted first.
- Both faces share one $\gamma$; if they differ, it is their average.
- The incremental reference for slab $N$ uses the next thicker slab, $N+1$, so a code that takes $E(N)-E(N-1)$ uses a different sequence from the one in the theorem.
